# Hard locking for a Hermitian matrix: a deflated eigenpair has residual Y R†x

Q: In a block eigensolver such as LOBPCG, applied to a Hermitian n×n matrix A, I freeze k vectors once their residuals pass a tolerance. They are the orthonormal columns y_j of an n×k matrix Y, and the search continues only among vectors x orthogonal to them. The stopping test is the residual ‖Ax − μx‖, with μ the eigenvalue estimate. Can the test stall because the frozen vectors are inexact?

A: It can. Let † be the conjugate transpose, Θ the k×k matrix of locked eigenvalue estimates, and R the block of locked residuals:

R = AY − YΘ

With Y†Y = 1 the matrix YY† projects onto the locked vectors. The restricted search aims at Y†x = 0 together with

(1 − YY†)Ax = μx.

Because A† = A,

R† = Y†A − Θ†Y†,

and the second term annihilates x, so Y†Ax = R†x. For any complex shift ν, add and subtract YY†Ax:

Ax − νx = [(1 − YY†)Ax − νx] + YY†Ax = [(1 − YY†)Ax − νx] + YR†x.

At a solution of the deflated equation the bracket vanishes for ν = μ, which leaves Ax − μx = YR†x. For any k-vector u one has ‖Yu‖² = u†Y†Yu = ‖u‖², hence

‖Ax − μx‖ = ‖R†x‖.

This applies, for instance, to a Kohn–Sham Hamiltonian at fixed density in a finite orthonormal basis: an exact deflated solution keeps this residual while Y stays frozen.

Q: I doubt that the Lean objects are these. Which norm is meant?

A: The Euclidean one. In Lean `n` and `k` are finite index sets for the basis functions and the locked vectors, and a vector is a function `n → ℂ`. Mathlib's default norm on such functions is the maximum norm, so the file defines `sqNorm v` as Σ_i |v_i|² and `l2norm` as its square root.

```lean
import Mathlib

open Matrix

namespace HardLocking

noncomputable section

variable {n k : Type*} [Fintype n] [Fintype k] [DecidableEq n] [DecidableEq k]

/-- Squared Euclidean norm `∑ |v i|²` of a complex vector. -/
def sqNorm {m : Type*} [Fintype m] (v : m → ℂ) : ℝ := ∑ i, ‖v i‖ ^ 2

/-- Euclidean norm of a complex vector. -/
def l2norm {m : Type*} [Fintype m] (v : m → ℂ) : ℝ := Real.sqrt (sqNorm v)
```

R is `lockedResidual A Y Θ` and (1 − YY†)A is `deflated A Y`; `ᴴ` stands for †, and later `*ᵥ` is the matrix-vector product.

```lean
/-- Residual block `R = A Y - Y Θ` of the locked vectors. -/
def lockedResidual (A : Matrix n n ℂ) (Y : Matrix n k ℂ) (Θ : Matrix k k ℂ) :
    Matrix n k ℂ := A * Y - Y * Θ

/-- The deflated operator `(1 - Y Yᴴ) A`. -/
def deflated (A : Matrix n n ℂ) (Y : Matrix n k ℂ) : Matrix n n ℂ := (1 - Y * Yᴴ) * A
```

Q: My Θ is the real diagonal matrix of Ritz values θ_j. Here it is any complex matrix. Is that still my problem?

A: Your case is included, and then column j of R is r_j = Ay_j − θ_j y_j. Nothing more is asked of Θ because R†x equals Y†Ax whenever Y†x = 0, and Y†Ax does not contain Θ.

Q: Where are the two facts about lengths?

A: `sqNorm_eq` turns ‖v‖² into v†v, written `star v ⬝ᵥ v`, as an equation between complex numbers.

```lean
/-- The squared norm of `v` is the scalar product `v† v`. -/
theorem sqNorm_eq {m : Type*} [Fintype m] (v : m → ℂ) :
    ((sqNorm v : ℝ) : ℂ) = star v ⬝ᵥ v := by
  unfold sqNorm dotProduct
  push_cast
  refine Finset.sum_congr rfl fun i _ => ?_
  rw [Pi.star_apply, Complex.star_def, Complex.conj_mul']
```

`sqNorm_isometry` is the chain (Yu)†(Yu) = u†(Y†Y)u = u†u: the rewrites move Y† across the scalar product, merge it with Y and use `hY`.

```lean
omit [DecidableEq n] in
/-- A block with orthonormal columns preserves the squared norm. -/
theorem sqNorm_isometry {Y : Matrix n k ℂ} (hY : Yᴴ * Y = 1) (u : k → ℂ) :
    sqNorm (Y *ᵥ u) = sqNorm u := by
  have h : ((sqNorm (Y *ᵥ u) : ℝ) : ℂ) = ((sqNorm u : ℝ) : ℂ) := by
    rw [sqNorm_eq, sqNorm_eq, Matrix.star_mulVec, ← Matrix.dotProduct_mulVec,
      Matrix.mulVec_mulVec, hY, Matrix.one_mulVec]
  exact_mod_cast h
```

`sqNorm_add_orth` expands ‖w + Yu‖² for a vector w with Y†w = 0. The cross terms (Yu)†w and w†Yu are `c1` and `c2`, both zero, so ‖w + Yu‖² = ‖w‖² + ‖Yu‖².

```lean
omit [DecidableEq n] [DecidableEq k] in
/-- Squared norms add for a vector orthogonal to the columns of `Y` and a vector `Y u`. -/
theorem sqNorm_add_orth {Y : Matrix n k ℂ} {w : n → ℂ} (hw : Yᴴ *ᵥ w = 0) (u : k → ℂ) :
    sqNorm (w + Y *ᵥ u) = sqNorm w + sqNorm (Y *ᵥ u) := by
  have c1 : star (Y *ᵥ u) ⬝ᵥ w = 0 := by
    rw [Matrix.star_mulVec, ← Matrix.dotProduct_mulVec, hw, dotProduct_zero]
  have h0 : star w ᵥ* Y = 0 := by
    have h := congrArg star hw
    rwa [Matrix.star_mulVec, conjTranspose_conjTranspose, star_zero] at h
  have c2 : star w ⬝ᵥ (Y *ᵥ u) = 0 := by
    rw [Matrix.dotProduct_mulVec, h0, zero_dotProduct]
  have h : ((sqNorm (w + Y *ᵥ u) : ℝ) : ℂ)
      = ((sqNorm w : ℝ) : ℂ) + ((sqNorm (Y *ᵥ u) : ℝ) : ℂ) := by
    rw [sqNorm_eq, sqNorm_eq, sqNorm_eq, star_add, add_dotProduct, dotProduct_add,
      dotProduct_add, c1, c2]
    ring
  exact_mod_cast h
```

Q: And the step that uses hermiticity?

A: That is `coupling`. It expands R†, replaces A† by A through `hA.eq`, and removes Θ†Y†x by `h2`.

```lean
omit [DecidableEq n] [DecidableEq k] in
/-- For Hermitian `A` and `x` orthogonal to the locked vectors, `Yᴴ A x = Rᴴ x`. -/
theorem coupling {A : Matrix n n ℂ} (hA : A.IsHermitian) {Y : Matrix n k ℂ}
    (Θ : Matrix k k ℂ) {x : n → ℂ} (hx : Yᴴ *ᵥ x = 0) :
    Yᴴ *ᵥ (A *ᵥ x) = (lockedResidual A Y Θ)ᴴ *ᵥ x := by
  -- Rᴴ = Yᴴ A - Θᴴ Yᴴ, and the second term annihilates x
  have h2 : (Θᴴ * Yᴴ) *ᵥ x = 0 := by
    rw [← Matrix.mulVec_mulVec, hx, Matrix.mulVec_zero]
  rw [lockedResidual, conjTranspose_sub, conjTranspose_mul, conjTranspose_mul, hA.eq,
    Matrix.sub_mulVec, h2, sub_zero, Matrix.mulVec_mulVec]
```

`residual_split` is the add-and-subtract line. `hd` writes the deflated product as Ax − Y(Y†Ax), `coupling` substitutes R†x, and `abel` cancels the terms. Neither lemma uses orthonormality.

```lean
omit [DecidableEq k] in
/-- For Hermitian `A`, `x` orthogonal to the columns of `Y` and any shift `ν`, the residual `A x - ν
x` is the residual of the deflated operator plus `Y Rᴴ x`. -/
theorem residual_split {A : Matrix n n ℂ} (hA : A.IsHermitian) {Y : Matrix n k ℂ}
    (Θ : Matrix k k ℂ) {x : n → ℂ} (hx : Yᴴ *ᵥ x = 0) (ν : ℂ) :
    A *ᵥ x - ν • x
      = (deflated A Y *ᵥ x - ν • x) + Y *ᵥ ((lockedResidual A Y Θ)ᴴ *ᵥ x) := by
  have hd : deflated A Y *ᵥ x = A *ᵥ x - Y *ᵥ (Yᴴ *ᵥ (A *ᵥ x)) := by
    rw [deflated, Matrix.sub_mul, Matrix.one_mul, Matrix.sub_mulVec,
      ← Matrix.mulVec_mulVec, ← Matrix.mulVec_mulVec]
  rw [hd, coupling hA Θ hx]
  abel
```

Q: Read me the main theorem, hypothesis by hypothesis.

A: `hA` says that A is Hermitian, `hY` that the locked vectors are orthonormal, `hx` that x is orthogonal to all of them, and `hμ` that the deflated equation holds exactly for the complex number μ. The conclusion has two parts: Ax − μx = YR†x, and ‖Ax − μx‖ = ‖R†x‖. The proof sets ν = μ in the splitting, cancels the bracket with `hμ`, and applies the isometry under the square root.

```lean
/-- If `A` is Hermitian, `x` is orthogonal to the orthonormal locked vectors and `(1 - Y Yᴴ) A x = μ
x`, then `A x - μ x = Y Rᴴ x` and its norm equals the norm of `Rᴴ x`. -/
theorem hard_locking_residual {A : Matrix n n ℂ} (hA : A.IsHermitian) {Y : Matrix n k ℂ}
    (hY : Yᴴ * Y = 1) (Θ : Matrix k k ℂ) {x : n → ℂ} (hx : Yᴴ *ᵥ x = 0) {μ : ℂ}
    (hμ : deflated A Y *ᵥ x = μ • x) :
    A *ᵥ x - μ • x = Y *ᵥ ((lockedResidual A Y Θ)ᴴ *ᵥ x) ∧
      l2norm (A *ᵥ x - μ • x) = l2norm ((lockedResidual A Y Θ)ᴴ *ᵥ x) := by
  have h : A *ᵥ x - μ • x = Y *ᵥ ((lockedResidual A Y Θ)ᴴ *ᵥ x) := by
    rw [residual_split hA Θ hx μ, hμ, sub_self, zero_add]
  exact ⟨h, by rw [h, l2norm, l2norm, sqNorm_isometry hY]⟩
```

The vector x is not normalised, and x = 0 is allowed, trivially; for a unit x the norm is the residual in your stopping test. With no locked vectors R†x has no components and the statement reduces to Ax = μx.

Q: No iterate of mine satisfies `hμ` exactly. And an equality at one point is not a floor.

A: `residual_floor` does without `hμ`. For every x orthogonal to Y and every ν,

‖Ax − νx‖² = ‖(1 − YY†)Ax − νx‖² + ‖R†x‖²,

and therefore ‖R†x‖ ≤ ‖Ax − νx‖. The step `ho` checks that the bracket is orthogonal to Y:

Y†Ax − (Y†Y)Y†Ax − νY†x = 0.

Pythagoras and the isometry then give the sum, and discarding the non-negative first term gives the inequality.

```lean
/-- For Hermitian `A`, orthonormal locked vectors, every `x` orthogonal to them and every shift `ν`,
the squared residual norm is that of the deflated residual plus `‖Rᴴ x‖²`, and `‖Rᴴ x‖ ≤ ‖A x - ν
x‖`. -/
theorem residual_floor {A : Matrix n n ℂ} (hA : A.IsHermitian) {Y : Matrix n k ℂ}
    (hY : Yᴴ * Y = 1) (Θ : Matrix k k ℂ) {x : n → ℂ} (hx : Yᴴ *ᵥ x = 0) (ν : ℂ) :
    sqNorm (A *ᵥ x - ν • x)
        = sqNorm (deflated A Y *ᵥ x - ν • x) + sqNorm ((lockedResidual A Y Θ)ᴴ *ᵥ x) ∧
      l2norm ((lockedResidual A Y Θ)ᴴ *ᵥ x) ≤ l2norm (A *ᵥ x - ν • x) := by
  have hd : deflated A Y *ᵥ x = A *ᵥ x - Y *ᵥ (Yᴴ *ᵥ (A *ᵥ x)) := by
    rw [deflated, Matrix.sub_mul, Matrix.one_mul, Matrix.sub_mulVec,
      ← Matrix.mulVec_mulVec, ← Matrix.mulVec_mulVec]
  have hYY : ∀ z : k → ℂ, Yᴴ *ᵥ (Y *ᵥ z) = z := fun z => by
    rw [Matrix.mulVec_mulVec, hY, Matrix.one_mulVec]
  -- the deflated residual is orthogonal to the locked vectors
  have ho : Yᴴ *ᵥ (deflated A Y *ᵥ x - ν • x) = 0 := by
    rw [hd, Matrix.mulVec_sub, Matrix.mulVec_sub, Matrix.mulVec_smul, hx, hYY]
    simp
  have h : sqNorm (A *ᵥ x - ν • x)
      = sqNorm (deflated A Y *ᵥ x - ν • x) + sqNorm ((lockedResidual A Y Θ)ᴴ *ᵥ x) := by
    rw [residual_split hA Θ hx ν, sqNorm_add_orth ho, sqNorm_isometry hY]
  refine ⟨h, Real.sqrt_le_sqrt ?_⟩
  have h0 : 0 ≤ sqNorm (deflated A Y *ᵥ x - ν • x) :=
    Finset.sum_nonneg fun i _ => sq_nonneg _
  linarith
```

The floor depends on x. It is not a constant fixed by R alone, and it is zero for an x orthogonal to all columns of R, however large they are. For a deflated solution, `exact_iff` states that Ax = μx holds exactly when R†x = 0. One direction applies Y† to YR†x = 0 and uses Y†Y = 1; the other is immediate.

```lean
/-- For Hermitian `A` and orthonormal locked vectors, a solution of the deflated equation orthogonal
to them satisfies `A x = μ x` exactly when `Rᴴ x = 0`. -/
theorem exact_iff {A : Matrix n n ℂ} (hA : A.IsHermitian) {Y : Matrix n k ℂ}
    (hY : Yᴴ * Y = 1) (Θ : Matrix k k ℂ) {x : n → ℂ} (hx : Yᴴ *ᵥ x = 0) {μ : ℂ}
    (hμ : deflated A Y *ᵥ x = μ • x) :
    A *ᵥ x = μ • x ↔ (lockedResidual A Y Θ)ᴴ *ᵥ x = 0 := by
  have hYY : ∀ z : k → ℂ, Yᴴ *ᵥ (Y *ᵥ z) = z := fun z => by
    rw [Matrix.mulVec_mulVec, hY, Matrix.one_mulVec]
  rw [← sub_eq_zero, (hard_locking_residual hA hY Θ hx hμ).1]
  constructor
  · intro h
    rw [← hYY ((lockedResidual A Y Θ)ᴴ *ᵥ x), h, Matrix.mulVec_zero]
  · intro h
    rw [h, Matrix.mulVec_zero]
```

Q: How large can the leftover be, in terms of the tolerance at which I locked?

A: With r_j the columns of R, component j of R†x is r_j†x. The `calc` block bounds its modulus by Σ_i |R_ij||x_i| and applies Cauchy–Schwarz; summing over j gives, under the hypotheses of the main theorem,

‖Ax − μx‖² ≤ (Σ_j ‖r_j‖²) ‖x‖².

```lean
/-- For Hermitian `A`, orthonormal locked vectors and a solution of the deflated equation orthogonal
to them, `‖A x - μ x‖²` is at most the sum of the squared norms of the columns of `R` times `‖x‖²`.
-/
theorem residual_le {A : Matrix n n ℂ} (hA : A.IsHermitian) {Y : Matrix n k ℂ}
    (hY : Yᴴ * Y = 1) (Θ : Matrix k k ℂ) {x : n → ℂ} (hx : Yᴴ *ᵥ x = 0) {μ : ℂ}
    (hμ : deflated A Y *ᵥ x = μ • x) :
    sqNorm (A *ᵥ x - μ • x)
      ≤ (∑ j, sqNorm (fun i => lockedResidual A Y Θ i j)) * sqNorm x := by
  rw [(hard_locking_residual hA hY Θ hx hμ).1, sqNorm_isometry hY]
  generalize lockedResidual A Y Θ = R
  unfold sqNorm
  rw [Finset.sum_mul]
  refine Finset.sum_le_sum fun j _ => ?_
  -- Cauchy-Schwarz for each locked residual column
  calc ‖(Rᴴ *ᵥ x) j‖ ^ 2 ≤ (∑ i, ‖R i j‖ * ‖x i‖) ^ 2 := by
        apply pow_le_pow_left₀ (norm_nonneg _)
        simp only [Matrix.mulVec, dotProduct, conjTranspose_apply]
        refine (norm_sum_le _ _).trans (le_of_eq ?_)
        simp
    _ ≤ _ := Finset.sum_mul_sq_le_sq_mul_sq _ _ _
```

If every ‖r_j‖ is at most a tolerance τ, the right side is at most kτ²‖x‖², so this bound allows a unit x a residual up to √k τ. For k = 1 the leftover is therefore at most τ, and an exact deflated solution passes a test at the locking tolerance; a tighter test can reject it. For k = 2 the value √2 τ is reached: lock the first two basis vectors of A = [[θ₀, 0, τ], [0, θ₁, τ], [τ, τ, μ]], with θ₀, θ₁, μ real and Θ = diag(θ₀, θ₁), and let x be the third basis vector. Both columns of R have norm τ, x solves the deflated equation, and Ax − μx = (τ, τ, 0), whose norm exceeds τ when τ > 0.

Q: Is the leftover ever nonzero under all four hypotheses?

A: Yes. Take two levels with basis vectors e₀ and e₁, indexed from 0 as in Lean, and a real coupling ε:

A = [[1, ε], [ε, 2]],  Y = e₀,  x = e₁.

```lean
/-- Two-level matrix with diagonal entries 1, 2 and real coupling `ε`. -/
def twoLevel (ε : ℝ) : Matrix (Fin 2) (Fin 2) ℂ := !![1, (ε : ℂ); (ε : ℂ), 2]

/-- The first basis vector as a one-column locked block. -/
def lockFirst : Matrix (Fin 2) (Fin 1) ℂ := !![1; 0]

/-- The second basis vector. -/
def second : Fin 2 → ℂ := ![0, 1]
```

Here Ax = (ε, 2). The projector removes the component along e₀, so the deflated equation holds with μ = 2, while Ax − 2x = (ε, 0). `hard_locking_witness` confirms the four hypotheses entry by entry and gives the residual norm |ε| for this unit vector x. Θ does not occur in it.

Q: What breaks if A is not Hermitian, or Y not orthonormal?

A: The two examples that follow, like the √k τ remark, are worked out here and are not theorems of the file. Set the lower off-diagonal entry to zero, A = [[1, ε], [0, 2]], and take Θ = 1. Then e₀ is an exact eigenvector and R = 0, yet x = e₁ still solves the deflated equation with μ = 2 and has residual (ε, 0). The norm equality fails for ε ≠ 0. For orthonormality keep the Hermitian A and take Y = 2e₀, Θ = 1, so that R = (0, 2ε). With x = e₁ and ν = 2 the floor would read 2|ε| ≤ |ε|.

Q: What remains uncovered?

A: The statements are exact algebra in finite dimension about one vector x. They contain no iteration, no preconditioner and no convergence rate, so nothing says that LOBPCG reaches a deflated solution. Both Y†Y = 1 and Y†x = 0 are assumed exactly, without rounding error. The generalised problem with an overlap matrix is absent, and the distance of μ from an eigenvalue of A is not estimated.

```lean
/-- In the two-level model with the first basis vector locked, the second basis vector meets
all hypotheses with `μ = 2`, and its residual norm is `|ε|`. -/
theorem hard_locking_witness (ε : ℝ) :
    (twoLevel ε).IsHermitian ∧ lockFirstᴴ * lockFirst = 1 ∧ lockFirstᴴ *ᵥ second = 0 ∧
      deflated (twoLevel ε) lockFirst *ᵥ second = (2 : ℂ) • second ∧
      l2norm (twoLevel ε *ᵥ second - (2 : ℂ) • second) = |ε| := by
  refine ⟨?_, ?_, ?_, ?_, ?_⟩
  · ext i j
    fin_cases i <;> fin_cases j <;> simp [twoLevel, conjTranspose_apply]
  · ext i j
    fin_cases i
    fin_cases j
    simp [lockFirst, Matrix.mul_apply, conjTranspose_apply, Fin.sum_univ_succ]
  · ext i
    fin_cases i <;>
      simp [lockFirst, second, Matrix.mulVec, dotProduct, conjTranspose_apply,
        Fin.sum_univ_succ]
  · ext i
    fin_cases i <;>
      simp [deflated, twoLevel, lockFirst, second, Matrix.mulVec, Matrix.vecMul, dotProduct,
        Matrix.mul_apply, Matrix.one_apply, conjTranspose_apply, Fin.sum_univ_succ]
  · simp [l2norm, sqNorm, twoLevel, second, Fin.sum_univ_succ,
      Real.sqrt_sq_eq_abs]

end

end HardLocking
```

```lean
#print axioms HardLocking.hard_locking_residual
#print axioms HardLocking.residual_floor
#print axioms HardLocking.exact_iff
#print axioms HardLocking.residual_le
```

```
'HardLocking.hard_locking_residual' depends on axioms: [propext, Classical.choice, Quot.sound]
'HardLocking.residual_floor' depends on axioms: [propext, Classical.choice, Quot.sound]
'HardLocking.exact_iff' depends on axioms: [propext, Classical.choice, Quot.sound]
'HardLocking.residual_le' depends on axioms: [propext, Classical.choice, Quot.sound]
```
